# Hyperbolic image charges hold a sphere at unit potential above a grounded plane

In Gaussian units, a charge $R$ at the centre of a sphere of radius $R$ puts its surface at unit potential. Above a grounded plane this charge needs a mirror partner $-R$, which spoils the potential on the sphere. A second charge inside the sphere repairs that and spoils the plane. Wherever the repairs stop, one of the two surfaces is at the wrong potential, and unless the sum of the charges inside the sphere converges, the construction gives no finite total charge on it.

For a sphere whose centre is at height $d>R$, so that it does not touch the plane, this sum does converge, and its terms have a closed form.

```lean
import Mathlib

open Real

namespace SphereAbovePlane

noncomputable section
```

## The repeated reflection

Let $q_n$ be the $n$-th charge inside the sphere and $x_n$ its height, counted from $n=0$, with $q_0=R$ and $x_0=d$. The mirror charge $-q_n$ at height $-x_n$ lies at distance $D_n=d+x_n$ from the centre of the sphere. Its image in the sphere has charge $q_nR/D_n$ and lies $R^2/D_n$ below the centre:

$$x_{n+1}=d-\frac{R^2}{d+x_n},\qquad q_{n+1}=\frac{q_nR}{d+x_n}.$$

These rules are the definitions `imagePos` and `imageCharge`; no closed form is built in.

```lean
/-- Height of the `n`-th image charge (counted from zero) for a sphere of radius `R` centred at
height `d` above the plane `z = 0`; the domain is `0 < R < d`. -/
def imagePos (R d : ℝ) : ℕ → ℝ
  | 0 => d
  | n + 1 => d - R ^ 2 / (d + imagePos R d n)

/-- Strength of the `n`-th image charge (counted from zero) for a sphere at unit potential,
in Gaussian units; the domain is `0 < R < d`. -/
def imageCharge (R d : ℝ) : ℕ → ℝ
  | 0 => R
  | n + 1 => imageCharge R d n * R / (d + imagePos R d n)
```

Potentials are in Gaussian units: a charge $q$ at height $x$ on the axis gives $q/\sqrt{\rho^2+(z-x)^2}$ at distance $\rho$ from the axis and height $z$.

```lean
/-- Coulomb potential at cylindrical coordinates `(ρ, z)` of a charge `q` on the axis at height
`x`; the domain is every point other than the position of the charge. -/
def pointPotential (q x ρ z : ℝ) : ℝ := q / √(ρ ^ 2 + (z - x) ^ 2)
```

Write $\varphi_n$ for the potential of the $n$-th image and $\psi_n$ for that of its mirror partner.

```lean
/-- Potential at `(ρ, z)` of the `n`-th image charge, away from that charge. -/
def imagePotential (R d ρ z : ℝ) (n : ℕ) : ℝ :=
  pointPotential (imageCharge R d n) (imagePos R d n) ρ z

/-- Potential at `(ρ, z)` of the opposite charge placed at the mirror position of the `n`-th
image below the plane, away from that charge. -/
def mirrorPotential (R d ρ z : ℝ) (n : ℕ) : ℝ :=
  pointPotential (-imageCharge R d n) (-imagePos R d n) ρ z
```

At unit potential the capacitance equals the charge on the sphere, which is the sum of the images inside it:

$$C=\sum_{n=0}^{\infty}q_n.$$

The file takes this sum as the definition. Identifying it with the surface charge of a real conductor rests on Gauss's law and the uniqueness of the electrostatic solution, which are physical input here. Lean's `∑'` returns zero for a divergent series, so the definition has its meaning only once summability is proved.

```lean
/-- Capacitance of the sphere above the grounded plane: the sum of the image charges
at unit potential, for `0 < R < d`. -/
def capacitance (R d : ℝ) : ℝ := ∑' n, imageCharge R d n
```

## The images stay inside the sphere

Suppose $q_n>0$ and $d-R<x_n\le d$. Then $D_n>2d-R>R$, so $0<R^2/D_n<R$. Hence $d-R<x_{n+1}<d$ and $q_{n+1}>0$. The first charge satisfies the same conditions, and induction does the rest.

```lean
/-- For `0 < R < d` every image charge is positive and lies inside the sphere, between its lowest
point and its centre. -/
theorem image_inside_sphere {R d : ℝ} (hR : 0 < R) (hd : R < d) (n : ℕ) :
    0 < imageCharge R d n ∧ d - R < imagePos R d n ∧ imagePos R d n ≤ d := by
  induction n with
  | zero => exact ⟨hR, by simp only [imagePos]; linarith, le_refl d⟩
  | succ n ih =>
    obtain ⟨hq, hx, _⟩ := ih
    have hD : 0 < d + imagePos R d n := by linarith
    have h1 : R ^ 2 / (d + imagePos R d n) < R := by
      rw [div_lt_iff₀ hD]
      nlinarith
    have h2 : 0 < R ^ 2 / (d + imagePos R d n) := div_pos (pow_pos hR 2) hD
    refine ⟨div_pos (mul_pos hq hR) hD, ?_, ?_⟩
    · simp only [imagePos]; linarith
    · simp only [imagePos]; linarith
```

## Solving the recursion

Since $d/R>1$, there is a $b>0$ with $d=R\cosh b$. The proof constructs it as $b=\operatorname{arsinh}\sqrt{(d/R)^2-1}$.

```lean
/-- Every centre height `d > R > 0` can be written as `d = R cosh b` with `b > 0`. -/
theorem exists_parameter {R d : ℝ} (hR : 0 < R) (hd : R < d) :
    ∃ b, 0 < b ∧ d = R * cosh b := by
  have h1 : 1 < d / R := (one_lt_div hR).2 hd
  have h2 : 0 < (d / R) ^ 2 - 1 := by nlinarith
  refine ⟨arsinh (√((d / R) ^ 2 - 1)), Real.arsinh_pos_iff.2 (Real.sqrt_pos.2 h2), ?_⟩
  rw [Real.cosh_arsinh, Real.sq_sqrt h2.le,
    show 1 + ((d / R) ^ 2 - 1) = (d / R) ^ 2 by ring, Real.sqrt_sq (by linarith)]
  field_simp
```

With $s=(n+1)b$, the claim is

$$q_n=\frac{R\sinh b}{\sinh s},\qquad x_n=\frac{R\sinh b\cosh s}{\sinh s}.$$

At $n=0$ this gives $R$ and $R\cosh b=d$. For the induction step, the addition formula gives

$$D_n=R\,\frac{\cosh b\sinh s+\sinh b\cosh s}{\sinh s}=\frac{R\sinh(s+b)}{\sinh s},$$

which is `hsum` in the code. Inserting it in the recursion yields

$$q_{n+1}=\frac{R\sinh b}{\sinh(s+b)},\qquad x_{n+1}=R\,\frac{\cosh b\sinh(s+b)-\sinh s}{\sinh(s+b)}.$$

The identity `key`, $\sinh s=\sinh(s+b)\cosh b-\cosh(s+b)\sinh b$, turns the last numerator into $\sinh b\cosh(s+b)$, as required.

```lean
/-- For `d = R cosh b` with `R, b > 0`, the recursion is solved by hyperbolic functions, for the
charges and for their heights. -/
theorem image_closed_form {R b : ℝ} (hR : 0 < R) (hb : 0 < b) (n : ℕ) :
    imageCharge R (R * cosh b) n = R * sinh b / sinh ((n + 1) * b) ∧
    imagePos R (R * cosh b) n =
      R * sinh b * cosh ((n + 1) * b) / sinh ((n + 1) * b) := by
  induction n with
  | zero =>
    have hs : sinh b ≠ 0 := (Real.sinh_pos_iff.2 hb).ne'
    constructor
    · simp only [imageCharge, Nat.cast_zero, zero_add, one_mul]
      field_simp
    · simp only [imagePos, Nat.cast_zero, zero_add, one_mul]
      field_simp
  | succ n ih =>
    obtain ⟨s, hs⟩ : ∃ s : ℝ, s = (n + 1) * b := ⟨_, rfl⟩
    have e : (((n + 1 : ℕ) : ℝ) + 1) * b = s + b := by rw [hs]; push_cast; ring
    have hs0 : 0 < s := by rw [hs]; positivity
    rw [← hs] at ih
    rw [e]
    have hS : 0 < sinh s := Real.sinh_pos_iff.2 hs0
    have hT : 0 < sinh (s + b) := Real.sinh_pos_iff.2 (by linarith)
    -- distance from the centre of the sphere to the preceding mirror charge
    have hsum : R * cosh b + imagePos R (R * cosh b) n = R * sinh (s + b) / sinh s := by
      rw [ih.2, Real.sinh_add, eq_div_iff hS.ne', add_mul, div_mul_cancel₀ _ hS.ne']
      ring
    constructor
    · simp only [imageCharge]
      rw [hsum, ih.1]
      field_simp
    · simp only [imagePos]
      have key : sinh s = sinh (s + b) * cosh b - cosh (s + b) * sinh b := by
        rw [← Real.sinh_sub, add_sub_cancel_right]
      have h3 : R ^ 2 / (R * sinh (s + b) / sinh s) = R * sinh s / sinh (s + b) := by
        field_simp
      rw [hsum, h3, eq_div_iff hT.ne', sub_mul, div_mul_cancel₀ _ hT.ne']
      linear_combination -R * key
```

## A finite capacitance

Because $x_n>d-R$, each charge is smaller than its predecessor by at least the factor $r=R/(2d-R)<1$:

$$\frac{q_{n+1}}{q_n}=\frac{R}{d+x_n}<r,\qquad\text{so}\qquad q_n\le Rr^n.$$

```lean
/-- For `0 < R < d` the image charges are bounded by a geometric sequence of ratio
`R / (2d - R)`. -/
theorem imageCharge_le {R d : ℝ} (hR : 0 < R) (hd : R < d) (n : ℕ) :
    imageCharge R d n ≤ R * (R / (2 * d - R)) ^ n := by
  induction n with
  | zero => simp [imageCharge]
  | succ n ih =>
    obtain ⟨_, hx, _⟩ := image_inside_sphere hR hd n
    have h1 : 0 < d + imagePos R d n := by linarith
    have h2 : 0 < 2 * d - R := by linarith
    have h3 : R / (d + imagePos R d n) ≤ R / (2 * d - R) := by
      rw [div_le_div_iff₀ h1 h2]
      exact mul_le_mul_of_nonneg_left (by linarith) hR.le
    simp only [imageCharge]
    rw [mul_div_assoc, pow_succ, ← mul_assoc]
    exact mul_le_mul ih h3 (div_pos hR h1).le
      (mul_pos hR (pow_pos (div_pos hR h2) n)).le
```

Comparison with the geometric series gives summability and the upper bound $R/(1-r)$. For the lower bound, keep $q_0+q_1=R+R^2/(2d)$; the positive $q_2$ makes the inequality strict. Together,

$$R+\frac{R^2}{2d}<C\le\frac{R(2d-R)}{2(d-R)}.$$

```lean
/-- For `0 < R < d` the image charges are summable, and the capacitance lies between two
elementary functions of the radius and the height. -/
theorem capacitance_bounds {R d : ℝ} (hR : 0 < R) (hd : R < d) :
    Summable (imageCharge R d) ∧ R + R ^ 2 / (2 * d) < capacitance R d ∧
      capacitance R d ≤ R * (2 * d - R) / (2 * (d - R)) := by
  have h2 : 0 < 2 * d - R := by linarith
  have hr : R / (2 * d - R) < 1 := by rw [div_lt_one h2]; linarith
  have hg := (hasSum_geometric_of_lt_one (div_pos hR h2).le hr).mul_left R
  have hq : Summable (imageCharge R d) := Summable.of_nonneg_of_le
    (fun n => (image_inside_sphere hR hd n).1.le) (imageCharge_le hR hd) hg.summable
  refine ⟨hq, ?_, ?_⟩
  · -- keep the first three charges
    have h := hq.sum_le_tsum (Finset.range 3)
      (fun n _ => (image_inside_sphere hR hd n).1.le)
    have h3 := (image_inside_sphere hR hd 2).1
    have e0 : imageCharge R d 0 = R := rfl
    have e1 : imageCharge R d 1 = R ^ 2 / (2 * d) := by
      change R * R / (d + d) = _
      rw [← sq, ← two_mul]
    rw [Finset.sum_range_succ, Finset.sum_range_succ, Finset.sum_range_one, e0, e1] at h
    unfold capacitance
    linarith
  · have h := hasSum_le (imageCharge_le hR hd) hq.hasSum hg
    have e : 1 - R / (2 * d - R) = 2 * (d - R) / (2 * d - R) := by
      rw [eq_div_iff h2.ne', sub_mul, div_mul_cancel₀ _ h2.ne']
      ring
    rw [e, inv_div, ← mul_div_assoc] at h
    exact h
```

Replacing each $q_n$ by its closed form gives

$$C=\sum_{n=0}^{\infty}\frac{R\sinh b}{\sinh((n+1)b)}>R.$$

The grounded plane therefore raises the capacitance above the value $R$ of the isolated sphere. In Lean, `HasSum` states that the series converges to the named value.

```lean
/-- For `d = R cosh b` with `R, b > 0`, the hyperbolic series of image charges converges to the
capacitance, which exceeds the value `R` of the isolated sphere. -/
theorem capacitance_series {R b : ℝ} (hR : 0 < R) (hb : 0 < b) :
    HasSum (fun n : ℕ => R * sinh b / sinh ((n + 1) * b)) (capacitance R (R * cosh b)) ∧
      R < capacitance R (R * cosh b) := by
  have hc : 1 < cosh b := Real.one_lt_cosh.2 hb.ne'
  have hd : R < R * cosh b := by nlinarith
  obtain ⟨hq, hlow, _⟩ := capacitance_bounds hR hd
  constructor
  · have e : (fun n : ℕ => R * sinh b / sinh ((n + 1) * b)) = imageCharge R (R * cosh b) :=
      funext fun n => (image_closed_form hR hb n).1.symm
    rw [e]
    exact hq.hasSum
  · have : 0 < R ^ 2 / (2 * (R * cosh b)) := by positivity
    linarith
```

Take $R=1$ and $d=5/4$. Then $b=\ln 2$ and $\sinh b=3/4$. The recursion gives $q_1=1/(5/2)=2/5$, $x_1=5/4-2/5=17/20$ and $q_2=(2/5)/(21/10)=4/21$. The closed form agrees: $\sinh(2\ln2)=15/8$ and $\sinh(3\ln2)=63/16$ lead to the same two charges. Summing the series gives $C\approx1.778$, between the bounds $1.4$ and $3$.

For a single classical, perfectly conducting sphere, $C$ fixes the charging energy $Q^2/(2C)$ at charge $Q$. For one elementary charge, $Q=e$, this is the energy scale of Coulomb blockade for a small metal sphere in vacuum above a flat grounded electrode, as long as other conductors add little to its capacitance.

## Both surfaces at their potentials

On the plane, $z=0$, a charge and its mirror partner are equally distant from every point and have opposite signs, so $\varphi_n+\psi_n=0$ for each $n$.

```lean
/-- On the plane `z = 0` each image charge and its mirror partner have opposite potentials. -/
theorem plane_grounded (R d ρ : ℝ) (n : ℕ) :
    imagePotential R d ρ 0 n + mirrorPotential R d ρ 0 n = 0 := by
  simp only [imagePotential, mirrorPotential, pointPotential, zero_sub, neg_neg, neg_sq,
    neg_div, add_neg_cancel]
```

On the sphere, $\rho^2+(z-d)^2=R^2$. Put $t=R/D_n$ and $u=z-d$. The new image is at height $d-tR$, and since $tD_n=R$,

$$\rho^2+(u+tR)^2=R^2+2utR+t^2R^2=t^2\left[\rho^2+(u+D_n)^2\right].$$

The bracket is the squared distance to the preceding mirror charge. The distance to the new image is thus $t$ times that distance, and the new charge is $t$ times $q_n$. The factor cancels, leaving $\varphi_{n+1}=-\psi_n$. In the code, `linear_combination` proves the distance identity from the sphere equation and $tD_n=R$.

```lean
/-- For `0 < R < d`, each new image charge cancels the potential of the preceding mirror charge
on the surface of the sphere. -/
theorem sphere_cancellation {R d ρ z : ℝ} (hR : 0 < R) (hd : R < d)
    (hs : ρ ^ 2 + (z - d) ^ 2 = R ^ 2) (n : ℕ) :
    imagePotential R d ρ z (n + 1) = -mirrorPotential R d ρ z n := by
  obtain ⟨_, hx, _⟩ := image_inside_sphere hR hd n
  have hD : 0 < d + imagePos R d n := by linarith
  obtain ⟨t, ht⟩ : ∃ t, t = R / (d + imagePos R d n) := ⟨_, rfl⟩
  have ht0 : 0 < t := by rw [ht]; exact div_pos hR hD
  have htD : t * (d + imagePos R d n) = R := by rw [ht, div_mul_cancel₀ _ hD.ne']
  have h1 : R ^ 2 / (d + imagePos R d n) = t * R := by rw [ht]; ring
  have h2 : imageCharge R d n * R / (d + imagePos R d n) = t * imageCharge R d n := by
    rw [ht]; ring
  -- the distances to the two charges have the constant ratio t on the sphere
  have key : ρ ^ 2 + (z - (d - t * R)) ^ 2 =
      t ^ 2 * (ρ ^ 2 + (z + imagePos R d n) ^ 2) := by
    linear_combination (1 - t ^ 2) * hs -
      (2 * (z - d) * t + R + t * (d + imagePos R d n)) * htD
  simp only [imagePotential, mirrorPotential, pointPotential, imageCharge, imagePos,
    sub_neg_eq_add, neg_div, neg_neg]
  rw [h1, h2, key, Real.sqrt_mul (sq_nonneg t), Real.sqrt_sq ht0.le,
    mul_div_mul_left _ _ ht0.ne']
```

Every point of the sphere has $z>0$, so its distance to the $n$-th mirror charge is at least $z+x_n>d-R$. Therefore $|\psi_n|\le q_n/(d-R)$, and the mirror potentials are summable. Let $S=-\sum_n\psi_n$. The cancellation gives $\sum_n\varphi_{n+1}=S$, while the central charge contributes $\varphi_0=R/R=1$. Hence

$$\sum_{n=0}^{\infty}(\varphi_n+\psi_n)=(1+S)-S=1.$$

The Lean proof follows this order: `hsum` supplies the summability, `hshift` the shifted series, `hfirst` the central charge, and the last lines add the two sums.

```lean
/-- For `0 < R < d`, the potentials of all image charges and their mirror partners add up to one
at every point of the sphere. -/
theorem sphere_unit_potential {R d ρ z : ℝ} (hR : 0 < R) (hd : R < d)
    (hs : ρ ^ 2 + (z - d) ^ 2 = R ^ 2) :
    HasSum (fun n => imagePotential R d ρ z n + mirrorPotential R d ρ z n) 1 := by
  have hz : 0 < z := by
    by_contra h
    nlinarith [sq_nonneg ρ]
  -- the charges are summable and the mirror charges stay at least `d - R` away, so their
  -- potentials are summable
  have hsum : Summable (fun n => -mirrorPotential R d ρ z n) := by
    have hm : ∀ n, -mirrorPotential R d ρ z n =
        imageCharge R d n / √(ρ ^ 2 + (z + imagePos R d n) ^ 2) := by
      intro n
      simp only [mirrorPotential, pointPotential, sub_neg_eq_add, neg_div, neg_neg]
    refine Summable.of_nonneg_of_le (fun n => ?_) (fun n => ?_)
      ((capacitance_bounds hR hd).1.div_const (d - R))
    · rw [hm]
      exact div_nonneg (image_inside_sphere hR hd n).1.le (Real.sqrt_nonneg _)
    · obtain ⟨hq, hx, _⟩ := image_inside_sphere hR hd n
      have h0 : 0 < d - R := by linarith
      have h1 : d - R ≤ √(ρ ^ 2 + (z + imagePos R d n) ^ 2) := by
        rw [Real.le_sqrt' h0]
        nlinarith [sq_nonneg ρ]
      rw [hm, div_le_div_iff₀ (lt_of_lt_of_le h0 h1) h0]
      exact mul_le_mul_of_nonneg_left h1 hq.le
  obtain ⟨S, hS⟩ := hsum
  have hmirror : HasSum (mirrorPotential R d ρ z) (-S) := by
    simpa only [neg_neg] using hS.neg
  have hshift : HasSum (fun n => imagePotential R d ρ z (n + 1)) S := by
    simpa only [sphere_cancellation hR hd hs] using hS
  -- only the first charge, at the centre, is left over
  have hfirst : imagePotential R d ρ z 0 = 1 := by
    simp only [imagePotential, pointPotential, imageCharge, imagePos]
    rw [hs, Real.sqrt_sq hR.le, div_self hR.ne']
  have himage : HasSum (imagePotential R d ρ z) (S + 1) := by
    have h := (hasSum_nat_add_iff (f := imagePotential R d ρ z) 1).1 hshift
    rwa [Finset.sum_range_one, hfirst] at h
  have h := himage.add hmirror
  rwa [show S + 1 + -S = 1 by ring] at h

end

end SphereAbovePlane
```

```lean
#print axioms SphereAbovePlane.exists_parameter
#print axioms SphereAbovePlane.capacitance_series
#print axioms SphereAbovePlane.plane_grounded
#print axioms SphereAbovePlane.sphere_unit_potential
```

```
'SphereAbovePlane.exists_parameter' depends on axioms: [propext, Classical.choice, Quot.sound]
'SphereAbovePlane.capacitance_series' depends on axioms: [propext, Classical.choice, Quot.sound]
'SphereAbovePlane.plane_grounded' depends on axioms: [propext, Classical.choice, Quot.sound]
'SphereAbovePlane.sphere_unit_potential' depends on axioms: [propext, Classical.choice, Quot.sound]
```
